# Exchange widens the plane-wave Hartree-Fock gap of repelling spinless electrons on half-filled rings of 4n + 2 ≥ 6 sites

A self-consistent-field run can start from the orbitals of the bare hopping matrix: it builds the Fock matrix from them and diagonalises it. On the rings considered here this first step already reaches self-consistency: the orbitals come back unchanged and only their energies move.

The ring has N = 4n + 2 sites, with n ≥ 1, and holds 2n + 1 spinless electrons. They hop between neighbouring sites with amplitude −t and repel each other with energy V when they sit on neighbouring sites; t and V are positive. With the plane waves |k| ≤ n filled, the Hartree-Fock levels are

ε_k = V − 2(t + Vp) cos(2πk/N), p = 1/(N sin(π/N)),

and the gap between filled and empty levels is 1 + Vp/t times its value at V = 0. Because the density of this state is uniform, the Hartree term shifts all levels alike, while exchange enlarges the orbital gap. The gap itself comes from the finite length of the ring and closes as N grows.

In Lean 4 with Mathlib:

```lean
import Mathlib

open Finset Matrix
open scoped ComplexConjugate Real

namespace HartreeFockRing

noncomputable section

variable {N : ℕ}
```

## The ring and its Fock matrix

Sites are integers modulo N (`ZMod N`), so i + 1 and i − 1 wrap around the ring. Let b(i,j) be 1 for neighbours and 0 otherwise.

```lean
/-- The adjacency of the ring: one if `j` is a neighbour of `i`, zero otherwise. -/
def bond (i j : ZMod N) : ℂ := if j = i + 1 ∨ j = i - 1 then 1 else 0
```

For a one-particle density matrix ρ, the Fock matrix is

F(i,j) = −t b(i,j) + δ(i,j) Σ_l V b(i,l) ρ(l,l) − V b(i,j) ρ(i,j),

where δ(i,j) is 1 for i = j and 0 otherwise. The terms are hopping, the Hartree potential of the neighbours, and exchange. This matrix is taken as a definition; obtaining it from the many-electron Hamiltonian, by making the energy of a determinant stationary, is the step left to the usual derivation.

```lean
/-- The Fock matrix of spinless electrons with hopping `-t` and neighbour repulsion `V`, in the
field of the density matrix `ρ`: hopping, Hartree potential and exchange. -/
def fock [NeZero N] (t V : ℝ) (ρ : Matrix (ZMod N) (ZMod N) ℂ) : Matrix (ZMod N) (ZMod N) ℂ :=
  fun i j => -t * bond i j + (if i = j then ∑ l, V * bond i l * ρ l l else 0)
    - V * bond i j * ρ i j
```

Write e(x) = exp(2πix/N), which is `ZMod.stdAddChar`. Inside exp, i is the imaginary unit; elsewhere it is a site. The orbitals are

φ_k(j) = e(kj)/√N.

The integer k labels the wave; the textbook wave vector is 2πk/N per lattice spacing.

```lean
/-- The normalised plane wave with wave number `k` on the ring. -/
def wave [NeZero N] (k : ℤ) (j : ZMod N) : ℂ :=
  ZMod.stdAddChar ((k : ZMod N) * j) / ((√(N : ℝ) : ℝ) : ℂ)
```

Filling |k| ≤ n gives, with * for complex conjugation,

ρ(i,j) = Σ_k φ_k(i) φ_k(j)*.

```lean
/-- The density matrix of the determinant in which the plane waves `-n ≤ k ≤ n` are filled, for
`2 n + 1 ≤ N`. -/
def density (N n : ℕ) [NeZero N] : Matrix (ZMod N) (ZMod N) ℂ :=
  fun i j => ∑ k ∈ Icc (-(n : ℤ)) n, wave k i * conj (wave k j)
```

The number p will turn out to be ρ between neighbours. The code calls it `bondOrder`; the chemist's bond order for a closed shell sums over both spins and is twice as large.

```lean
/-- The number `p = 1 / (N sin (π / N))`, for `N ≥ 2`. -/
def bondOrder (N : ℕ) : ℝ := 1 / (N * Real.sin (π / N))
```

The levels ε_k are at first only a formula, to be matched with the Fock matrix below.

```lean
/-- The number `V - 2 (t + V p) cos (2 π k / N)`, for `N ≥ 2`. -/
def level (t V : ℝ) (N : ℕ) (k : ℤ) : ℝ :=
  V - 2 * (t + V * bondOrder N) * Real.cos (2 * π * k / N)
```

Likewise `gap` is defined as ε_(n+1) − ε_n. That it separates the filled levels from the empty ones has to be shown.

```lean
/-- The value of `level` at `n + 1` minus its value at `n`, for `N ≥ 2`. -/
def gap (t V : ℝ) (N n : ℕ) : ℝ := level t V N ((n : ℤ) + 1) - level t V N n
```

## Orthonormal plane waves

On integer site labels the definition gives the familiar exponential.

```lean
/-- At site `m` the plane wave has the amplitude `exp (2 π i k m / N) / √N`. -/
theorem wave_intCast [NeZero N] (k m : ℤ) : wave k (m : ZMod N) =
    Complex.exp (2 * π * Complex.I * (k * m) / N) / ((√(N : ℝ) : ℝ) : ℂ) := by
  have h : (k : ZMod N) * (m : ZMod N) = ((k * m : ℤ) : ZMod N) := (Int.cast_mul k m).symm
  rw [wave, h, ZMod.stdAddChar_coe, Int.cast_mul]
```

Conjugation reverses the phase: e(x)* = e(−x).

```lean
private lemma char_conj [NeZero N] (x : ZMod N) :
    conj (ZMod.stdAddChar x : ℂ) = ZMod.stdAddChar (-x) := by
  obtain ⟨m, rfl⟩ := ZMod.intCast_surjective x
  rw [← Int.cast_neg, ZMod.stdAddChar_coe, ZMod.stdAddChar_coe, ← Complex.exp_conj]
  congr 1
  simp only [map_div₀, map_mul, Complex.conj_ofReal, Complex.conj_I, map_intCast, map_natCast,
    map_ofNat]
  push_cast
  ring
```

Products of orbitals therefore combine into one phase:

φ_k(i) φ_l(j)* = e(ki − lj)/N.

```lean
private lemma wave_mul_conj [NeZero N] (k l : ℤ) (i j : ZMod N) :
    wave k i * conj (wave l j) =
      ZMod.stdAddChar ((k : ZMod N) * i - (l : ZMod N) * j) / (N : ℂ) := by
  have hs : ((√(N : ℝ) : ℝ) : ℂ) * ((√(N : ℝ) : ℝ) : ℂ) = (N : ℂ) := by
    rw [← Complex.ofReal_mul, Real.mul_self_sqrt (Nat.cast_nonneg N), Complex.ofReal_natCast]
  rw [wave, wave, map_div₀, Complex.conj_ofReal, char_conj, div_mul_div_comm, hs,
    ← AddChar.map_add_eq_mul, ← sub_eq_add_neg]
```

Summing over sites gives

Σ_j φ_k(j)* φ_l(j) = (1/N) Σ_j e((l − k)j),

which is 1 if k and l agree modulo N, and otherwise 0, because the phases cancel around the circle. The filled wave numbers are distinct modulo N, so the filled orbitals are orthonormal.

```lean
/-- Plane waves are orthonormal; wave numbers that agree modulo `N` count as equal. -/
theorem wave_orthonormal [NeZero N] (k l : ℤ) :
    ∑ j : ZMod N, conj (wave k j) * wave l j = if (l : ZMod N) = k then 1 else 0 := by
  have hN0 : (N : ℂ) ≠ 0 := Nat.cast_ne_zero.2 (NeZero.ne N)
  have h : ∀ j : ZMod N, conj (wave k j) * wave l j =
      ZMod.stdAddChar (j * ((l : ZMod N) - (k : ZMod N))) / (N : ℂ) := by
    intro j
    rw [mul_comm, wave_mul_conj, show (l : ZMod N) * j - k * j = j * (l - k) by ring]
  simp only [h]
  rw [← sum_div, AddChar.sum_mulShift _ (ZMod.isPrimitive_stdAddChar N)]
  by_cases hk : (l : ZMod N) = k
  · simp [hk, ZMod.card, hN0]
  · simp [hk, sub_eq_zero]
```

## Density and coherence between neighbours

The neighbour element of ρ needs the sum

[Σ_k exp(2ikx)] sin x = sin((2n + 1)x), k from −n to n.

For n = 0 both sides are sin x. Going from n to n + 1 adds the waves ±(n + 1), which contribute

2 cos(2(n + 1)x) sin x = sin((2n + 3)x) − sin((2n + 1)x).

The proof is this induction.

```lean
/-- The sum of `exp (2 i k x)` over the integers `-n ≤ k ≤ n`, times `sin x`, is
`sin ((2 n + 1) x)`. -/
theorem dirichlet_sum (n : ℕ) (x : ℂ) :
    (∑ k ∈ Icc (-(n : ℤ)) n, Complex.exp (2 * k * x * Complex.I)) * Complex.sin x =
      Complex.sin ((2 * n + 1) * x) := by
  induction n with
  | zero => simp
  | succ n ih =>
    -- one more shell adds the two wave numbers `n + 1` and `-(n + 1)`
    have hset : Icc (-((n + 1 : ℕ) : ℤ)) ((n + 1 : ℕ) : ℤ) =
        insert (-((n : ℤ) + 1)) (insert ((n : ℤ) + 1) (Icc (-(n : ℤ)) n)) := by
      ext k
      simp only [mem_insert, mem_Icc]
      omega
    rw [hset, sum_insert (by simp only [mem_insert, mem_Icc]; omega),
      sum_insert (by simp only [mem_Icc]; omega), add_mul, add_mul, ih,
      Complex.exp_mul_I, Complex.exp_mul_I,
      show 2 * ((-((n : ℤ) + 1) : ℤ) : ℂ) * x = -(2 * (n + 1) * x) by push_cast; ring,
      show 2 * (((n : ℤ) + 1 : ℤ) : ℂ) * x = 2 * (n + 1) * x by push_cast; ring,
      show (2 * ((n + 1 : ℕ) : ℂ) + 1) * x = 2 * (n + 1) * x + x by push_cast; ring,
      show (2 * (n : ℂ) + 1) * x = 2 * (n + 1) * x - x by ring,
      Complex.cos_neg, Complex.sin_neg, Complex.sin_add, Complex.sin_sub]
    ring
```

At x = π/N the sine is positive, since 0 < π/N < π, so we may divide by it.

```lean
private lemma sin_pos {n : ℕ} (hN : N = 4 * n + 2) : 0 < Real.sin (π / N) := by
  have h : (1 : ℝ) < N := by exact_mod_cast (by omega : 1 < N)
  exact Real.sin_pos_of_pos_of_lt_pi (div_pos Real.pi_pos (by linarith))
    (div_lt_self Real.pi_pos h)
```

On the diagonal each of the 2n + 1 filled waves contributes 1/N:

ρ(i,i) = (2n + 1)/(4n + 2) = 1/2.

```lean
/-- With the plane waves `-n ≤ k ≤ n` filled on a ring of `4 n + 2` sites, every site holds half an
electron. -/
theorem density_diag [NeZero N] {n : ℕ} (hN : N = 4 * n + 2) (i : ZMod N) :
    density N n i i = 1 / 2 := by
  have hNc : (N : ℂ) = 2 * (2 * n + 1) := by
    have : (N : ℂ) = 4 * n + 2 := by exact_mod_cast hN
    rw [this]; ring
  have h0 : (2 * (n : ℂ) + 1) ≠ 0 := by exact_mod_cast (by omega : 2 * n + 1 ≠ 0)
  have h : ∀ k ∈ Icc (-(n : ℤ)) n, wave k i * conj (wave k i) = 1 / (N : ℂ) := by
    intro k _
    rw [wave_mul_conj, sub_self, AddChar.map_zero_eq_one]
  simp only [density]
  rw [sum_congr rfl h, sum_const, Int.card_Icc, nsmul_eq_mul,
    show ((n : ℤ) + 1 - -(n : ℤ)).toNat = 2 * n + 1 by omega, hNc]
  push_cast
  field_simp
```

Between neighbours,

ρ(i,i−1) = (1/N) Σ_k exp(2πik/N) = sin((2n + 1)π/N)/(N sin(π/N)) = p,

because (2n + 1)π/N = π/2. Since ρ is Hermitian and p is real, ρ(i,i+1) = p as well.

```lean
/-- With the plane waves `-n ≤ k ≤ n` filled on a ring of `N = 4 n + 2` sites, the density matrix
between neighbours is `p = 1 / (N sin (π / N))`. -/
theorem density_bond [NeZero N] {n : ℕ} (hN : N = 4 * n + 2) (i : ZMod N) :
    density N n i (i - 1) = bondOrder N ∧ density N n i (i + 1) = bondOrder N := by
  have hN0 : (N : ℂ) ≠ 0 := Nat.cast_ne_zero.2 (NeZero.ne N)
  have hs : Complex.sin (π / N) ≠ 0 := by exact_mod_cast (sin_pos hN).ne'
  have left : ∀ i : ZMod N, density N n i (i - 1) = bondOrder N := by
    intro i
    have h : ∀ k ∈ Icc (-(n : ℤ)) n, wave k i * conj (wave k (i - 1)) =
        Complex.exp (2 * k * (π / N) * Complex.I) / (N : ℂ) := by
      intro k _
      rw [wave_mul_conj, show (k : ZMod N) * i - k * (i - 1) = k by ring, ZMod.stdAddChar_coe]
      congr 2
      ring
    have hd := dirichlet_sum n (π / N : ℂ)
    -- half filling puts the Dirichlet kernel at a quarter period
    have hq : (2 * (n : ℂ) + 1) * (π / N) = π / 2 := by
      have hNc : (N : ℂ) = 4 * n + 2 := by exact_mod_cast hN
      rw [← mul_div_assoc, div_eq_div_iff hN0 two_ne_zero, hNc]
      ring
    rw [hq, Complex.sin_pi_div_two] at hd
    simp only [density]
    rw [sum_congr rfl h, ← sum_div, bondOrder]
    push_cast
    rw [div_eq_div_iff hN0 (mul_ne_zero hN0 hs)]
    linear_combination (N : ℂ) * hd
  refine ⟨left i, ?_⟩
  have herm : density N n i (i + 1) = conj (density N n (i + 1) i) := by
    simp only [density, map_sum, map_mul, Complex.conj_conj]
    exact sum_congr rfl fun k _ => mul_comm _ _
  have h := left (i + 1)
  rw [add_sub_cancel_right] at h
  rw [herm, h, Complex.conj_ofReal]
```

## The self-consistent equations

For N > 2 the two neighbours of a site are different, so

Σ_j b(i,j) f(j) = f(i+1) + f(i−1)

for any function f on the sites.

```lean
private lemma bond_sum [NeZero N] (h : 2 < N) (i : ZMod N) (f : ZMod N → ℂ) :
    ∑ j, bond i j * f j = f (i + 1) + f (i - 1) := by
  have hne : i + 1 ≠ i - 1 := by
    intro e
    have h2 : ((2 : ℕ) : ZMod N) = 0 := by
      push_cast
      linear_combination e
    have := Nat.le_of_dvd two_pos ((ZMod.natCast_eq_zero_iff 2 N).1 h2)
    omega
  have hb : ∀ j, bond i j * f j =
      (if j = i + 1 then f j else 0) + (if j = i - 1 then f j else 0) := by
    intro j
    by_cases h1 : j = i + 1
    · have h2 : j ≠ i - 1 := fun e => hne (h1.symm.trans e)
      rw [bond, if_pos (Or.inl h1), if_pos h1, if_neg h2]; ring
    · by_cases h2 : j = i - 1
      · rw [bond, if_pos (Or.inr h2), if_neg h1, if_pos h2]; ring
      · rw [bond, if_neg (by tauto), if_neg h1, if_neg h2]; ring
  simp only [hb, sum_add_distrib, sum_ite_eq', mem_univ, if_true]
```

Shifting a plane wave multiplies it by a phase, and the two opposite shifts add up to a cosine:

φ_k(i+1) + φ_k(i−1) = 2 cos(2πk/N) φ_k(i).

```lean
private lemma wave_shift [NeZero N] (k : ℤ) (i : ZMod N) :
    wave k (i + 1) + wave k (i - 1) = 2 * Complex.cos (2 * π * k / N) * wave k i := by
  have e1 : (ZMod.stdAddChar ((k : ZMod N) * (i + 1)) : ℂ) =
      ZMod.stdAddChar ((k : ZMod N) * i) * Complex.exp (2 * π * k / N * Complex.I) := by
    rw [mul_add, mul_one, AddChar.map_add_eq_mul, ZMod.stdAddChar_coe]
    congr 2
    ring
  have e2 : (ZMod.stdAddChar ((k : ZMod N) * (i - 1)) : ℂ) =
      ZMod.stdAddChar ((k : ZMod N) * i) * Complex.exp (-(2 * π * k / N) * Complex.I) := by
    rw [show (k : ZMod N) * (i - 1) = k * i + ((-k : ℤ) : ZMod N) by push_cast; ring,
      AddChar.map_add_eq_mul, ZMod.stdAddChar_coe]
    congr 2
    push_cast
    ring
  simp only [wave]
  rw [e1, e2, Complex.cos]
  ring
```

The Hartree potential is V/2 + V/2 = V, and exchange adds Vp to the hopping. Hence

(Fφ_k)(i) = Vφ_k(i) − (t + Vp)[φ_k(i+1) + φ_k(i−1)] = ε_k φ_k(i).

The theorem states this for every integer k and all real t and V, with F built from the filled waves themselves. Its last line multiplies the shift identity by −(t + Vp).

```lean
/-- The Hartree-Fock equations on a ring of `N = 4 n + 2 ≥ 6` sites: in the field of the filled
plane waves `-n ≤ k ≤ n`, every plane wave is an eigenvector of the Fock matrix, with eigenvalue
`V - 2 (t + V p) cos (2 π k / N)`. -/
theorem hartree_fock_equations [NeZero N] {n : ℕ} (hn : 1 ≤ n) (hN : N = 4 * n + 2)
    (t V : ℝ) (k : ℤ) :
    fock t V (density N n) *ᵥ wave k = (level t V N k : ℂ) • wave k := by
  have h3 : 2 < N := by omega
  ext i
  -- the Hartree potential of the two half-filled neighbours
  have hD : ∑ l, (V : ℂ) * bond i l * density N n l l = V := by
    calc ∑ l, (V : ℂ) * bond i l * density N n l l
        = ∑ l, bond i l * ((V : ℂ) * (1 / 2)) :=
          sum_congr rfl fun l _ => by rw [density_diag hN l]; ring
      _ = V := (bond_sum h3 i (fun _ => (V : ℂ) * (1 / 2))).trans (by ring)
  have hF : ∀ j, fock t V (density N n) i j * wave k j =
      bond i j * ((-t - V * density N n i j) * wave k j) +
        (if i = j then V * wave k j else 0) := by
    intro j
    simp only [fock, hD]
    split_ifs <;> ring
  have hs := wave_shift k i
  simp only [Matrix.mulVec, dotProduct, hF, Pi.smul_apply, smul_eq_mul]
  rw [sum_add_distrib, bond_sum h3 i (fun j => (-t - V * density N n i j) * wave k j),
    sum_ite_eq, if_pos (mem_univ i), (density_bond hN i).1, (density_bond hN i).2, level]
  push_cast
  -- exchange adds `V p` to the hopping
  linear_combination (-((t : ℂ) + V * bondOrder N)) * hs
```

## The gap and its widening

The angles at the two edges are

2πn/N = π/2 − π/N, 2π(n + 1)/N = π/2 + π/N,

with cosines sin(π/N) and −sin(π/N). Therefore

ε_(n+1) − ε_n = 4(t + Vp) sin(π/N).

```lean
/-- For `N = 4 n + 2` the value of `level` at `n + 1` minus its value at `n` is
`4 (t + V p) sin (π / N)`. -/
theorem gap_eq {n : ℕ} (hN : N = 4 * n + 2) (t V : ℝ) :
    gap t V N n = 4 * (t + V * bondOrder N) * Real.sin (π / N) := by
  have hNr : (N : ℝ) = 4 * n + 2 := by exact_mod_cast hN
  have h0 : (N : ℝ) ≠ 0 := by rw [hNr]; positivity
  have hq : π / 2 = (2 * n + 1) * (π / N) := by
    rw [← mul_div_assoc, div_eq_div_iff two_ne_zero h0, hNr]
    ring
  have c1 : Real.cos (2 * π * ((n : ℤ) : ℝ) / N) = Real.sin (π / N) := by
    rw [← Real.cos_pi_div_two_sub, hq]
    congr 1
    push_cast
    ring
  have c2 : Real.cos (2 * π * (((n : ℤ) + 1 : ℤ) : ℝ) / N) = -Real.sin (π / N) := by
    rw [← Real.sin_neg, ← Real.cos_pi_div_two_sub, hq]
    congr 1
    push_cast
    ring
  simp only [gap, level]
  rw [c1, c2]
  ring
```

For t > 0 and V ≥ 0 the factor t + Vp is positive. As |k| grows from 0 to 2n + 1 = N/2, the angle runs from 0 to π and the cosine falls, so the levels never decrease. These k cover all plane waves. The highest filled level is thus ε_n and the lowest empty one ε_(n+1), and the difference just found is positive.

```lean
/-- For `t > 0` and `V ≥ 0` on a ring of `N = 4 n + 2` sites, the levels do not decrease as `|k|`
grows from `0` to `2 n + 1`. -/
theorem level_mono {n : ℕ} (hN : N = 4 * n + 2) {t V : ℝ} (ht : 0 < t) (hV : 0 ≤ V) {k l : ℤ}
    (hkl : |k| ≤ |l|) (hl : |l| ≤ 2 * n + 1) : level t V N k ≤ level t V N l := by
  have hNr : (N : ℝ) = 4 * n + 2 := by exact_mod_cast hN
  have hNpos : (0 : ℝ) < N := by rw [hNr]; positivity
  have hp : 0 < bondOrder N := one_div_pos.2 (mul_pos hNpos (sin_pos hN))
  have hc : 0 ≤ t + V * bondOrder N := by positivity
  have hkl' : |(k : ℝ)| ≤ |(l : ℝ)| := by exact_mod_cast hkl
  have hl' : |(l : ℝ)| ≤ 2 * n + 1 := by exact_mod_cast hl
  have habs : ∀ x : ℝ, |2 * π * x / N| = 2 * π * |x| / N := by
    intro x
    rw [abs_div, abs_mul, abs_of_pos Real.two_pi_pos, abs_of_pos hNpos]
  -- the cosine falls on the half period from `0` to `π`
  have hcos : Real.cos (2 * π * l / N) ≤ Real.cos (2 * π * k / N) := by
    rw [← Real.cos_abs (2 * π * l / N), ← Real.cos_abs (2 * π * k / N), habs, habs]
    refine Real.cos_le_cos_of_nonneg_of_le_pi (by positivity) ?_ (by gcongr)
    rw [div_le_iff₀ hNpos, hNr]
    nlinarith [mul_le_mul_of_nonneg_left hl' Real.pi_pos.le]
  have := mul_le_mul_of_nonneg_left hcos hc
  simp only [level]
  linarith
```

At V = 0 the gap is 4t sin(π/N) > 0. Taking out this factor leaves

1 + Vp/t,

which exceeds 1 for V > 0.

```lean
/-- On a ring of `N = 4 n + 2` sites with `t > 0`, the gap without repulsion is positive, and the
repulsion multiplies it by `1 + V p / t`. -/
theorem exchange_widens_gap {n : ℕ} (hN : N = 4 * n + 2) {t : ℝ} (ht : 0 < t) (V : ℝ) :
    0 < gap t 0 N n ∧ gap t V N n = (1 + V * bondOrder N / t) * gap t 0 N n := by
  have hs := sin_pos hN
  have h : V * bondOrder N / t * t = V * bondOrder N := div_mul_cancel₀ _ ht.ne'
  rw [gap_eq hN, gap_eq hN, zero_mul, add_zero]
  refine ⟨by positivity, ?_⟩
  linear_combination (-4 * Real.sin (π / N)) * h

end

end HartreeFockRing
```

```lean
#print axioms HartreeFockRing.wave_orthonormal
-- 'HartreeFockRing.wave_orthonormal' depends on axioms: [propext, Classical.choice, Quot.sound]
#print axioms HartreeFockRing.hartree_fock_equations
-- 'HartreeFockRing.hartree_fock_equations' depends on axioms: [propext, Classical.choice, Quot.sound]
#print axioms HartreeFockRing.level_mono
-- 'HartreeFockRing.level_mono' depends on axioms: [propext, Classical.choice, Quot.sound]
#print axioms HartreeFockRing.exchange_widens_gap
-- 'HartreeFockRing.exchange_widens_gap' depends on axioms: [propext, Classical.choice, Quot.sound]
```

## The full bandwidth, and a ring of two sites

The remarks here are short calculations added to the checked theorems. The same level formula gives the full bandwidth: from k = 0 to k = N/2 the cosine goes from 1 to −1, so the width is 4(t + Vp), and exchange stretches it by the same factor 1 + Vp/t.

The level formula fails at n = 0. With N = 2 each site has a single neighbour and p = 1/2, so F has V/2 on the diagonal and −t − V/2 off it. The uniform orbital then has energy −t, whereas the formula gives −2t.

Self-consistency does not make the plane-wave determinant the lowest in energy. For n ≥ 1 and large V, placing the electrons on every other site is cheaper, because it avoids the repulsion altogether.
